# Equal characters give a unitary change of basis between unitary representations of a finite group, one with scalar commutant

A symmetry species is an irreducible representation up to a change of basis, and traces alone can decide whether two degenerate levels belong to the same one. Here irreducibility is expressed by the condition that only multiples of the identity commute with every symmetry matrix. For unitary representations of nonzero finite dimension, Schur's lemma and its converse make this equivalent to irreducibility. The condition is assumed for one of the two representations. It serves the proof given here; for a finite group, equal characters give a unitary change of basis between unitary representations even without it.

For a finite point group, the result lets one align the orthonormal orbital bases of two such levels. That the orbitals of a level transform among themselves by unitary matrices follows if the Hamiltonian commutes with the symmetry operations. Irreducibility is a separate assumption, which can fail for an accidental degeneracy.

## Representations as matrices

```lean
import Mathlib

open Matrix

namespace CharacterIdentifiesSpecies

noncomputable section

variable {G : Type*} [Group G] {n : Type*} [Fintype n] [DecidableEq n]
```

`G` is a group. `n` is a finite set of basis labels, not a number; its size is written $d$ below.

```lean
/-- Every group element is represented by a unitary matrix. -/
def IsUnitaryRep (D : G →* Matrix n n ℂ) : Prop :=
  ∀ g, (D g)ᴴ * D g = 1
```

`D : G →* Matrix n n ℂ` means $D(gh)=D(g)D(h)$ and $D(1)=1$. The predicate adds $D(g)^\dagger D(g)=1$; Lean writes the dagger as `ᴴ`.

```lean
/-- Every matrix that commutes with the whole representation is a multiple of the identity. -/
def HasScalarCommutant (D : G →* Matrix n n ℂ) : Prop :=
  ∀ X : Matrix n n ℂ, (∀ g, D g * X = X * D g) → ∃ c : ℂ, X = c • (1 : Matrix n n ℂ)
```

If $D(g)X=XD(g)$ for all $g$, then $X=c\,1$ for some complex $c$.

```lean
/-- The sum of `D1(g) A D2(g⁻¹)` over a finite group. -/
def twirl [Fintype G] (D1 D2 : G →* Matrix n n ℂ) (A : Matrix n n ℂ) : Matrix n n ℂ :=
  ∑ g, D1 g * A * D2 g⁻¹
```

This defines $T(A)=\sum_g D_1(g)\,A\,D_2(g^{-1})$. Unlike the usual twirl, it is not divided by the group order.

## From equal traces to an intertwiner

```lean
/-- In a unitary representation the adjoint matrix represents the inverse element. -/
theorem conjTranspose_rep {D : G →* Matrix n n ℂ} (hD : IsUnitaryRep D) (g : G) :
    (D g)ᴴ = D g⁻¹ := by
  calc (D g)ᴴ = (D g)ᴴ * (D g * D g⁻¹) := by
        rw [← map_mul D, mul_inv_cancel, map_one D, mul_one]
    _ = D g⁻¹ := by rw [← mul_assoc, hD g, one_mul]
```

Insert $1=D(g)D(g^{-1})$ and use unitarity:
$$D(g)^\dagger=D(g)^\dagger D(g)D(g^{-1})=D(g^{-1}).$$

```lean
/-- If `X` intertwines two unitary representations, its adjoint intertwines them in the
opposite direction. -/
theorem adjoint_intertwines {D1 D2 : G →* Matrix n n ℂ} (h1 : IsUnitaryRep D1)
    (h2 : IsUnitaryRep D2) {X : Matrix n n ℂ} (hX : ∀ g, D1 g * X = X * D2 g) (g : G) :
    Xᴴ * D1 g = D2 g * Xᴴ := by
  have h := congrArg Matrix.conjTranspose (hX g⁻¹)
  rwa [conjTranspose_mul, conjTranspose_mul, conjTranspose_rep h1, conjTranspose_rep h2,
    inv_inv] at h
```

An intertwiner is a matrix $X$ with $D_1(g)X=XD_2(g)$ for all $g$. Taking the adjoint of this relation at $g^{-1}$ gives $X^\dagger D_1(g)=D_2(g)X^\dagger$.

```lean
/-- The group sum of any matrix intertwines the two representations. -/
theorem twirl_intertwines [Fintype G] (D1 D2 : G →* Matrix n n ℂ) (A : Matrix n n ℂ) (h : G) :
    D1 h * twirl D1 D2 A = twirl D1 D2 A * D2 h := by
  rw [twirl, Finset.mul_sum, Finset.sum_mul]
  -- relabel the group elements by g ↦ h g
  refine Fintype.sum_equiv (Equiv.mulLeft h) _ _ fun g => ?_
  show D1 h * (D1 g * A * D2 g⁻¹) = D1 (h * g) * A * D2 (h * g)⁻¹ * D2 h
  have e : D2 g⁻¹ = D2 (h * g)⁻¹ * D2 h := by
    rw [← map_mul D2, _root_.mul_inv_rev, inv_mul_cancel_right]
  rw [e, map_mul D1]
  simp only [mul_assoc]
```

Since $D_2(g^{-1})=D_2((hg)^{-1})D_2(h)$,
$$D_1(h)T(A)=\sum_g D_1(hg)\,A\,D_2((hg)^{-1})\,D_2(h)=T(A)D_2(h).$$
The last step relabels $hg$ as the summation variable, which is the role of `Fintype.sum_equiv`.

```lean
/-- The group sums of the matrix units, read at their own positions and added up, give the
overlap of the two characters. -/
theorem sum_twirl_single [Fintype G] (D1 D2 : G →* Matrix n n ℂ) :
    ∑ i, ∑ j, twirl D1 D2 (Matrix.single i j 1) i j
      = ∑ g, (D1 g).trace * (D2 g⁻¹).trace := by
  have key : ∀ (P Q : Matrix n n ℂ) (i j : n),
      (P * Matrix.single i j (1 : ℂ) * Q : Matrix n n ℂ) i j = P i i * Q j j := by
    intro P Q i j
    rw [Matrix.mul_apply, Finset.sum_eq_single j]
    · rw [Matrix.mul_apply, Finset.sum_eq_single i]
      · simp
      · intro k _ hk
        simp [hk.symm]
      · simp
    · intro k _ hk
      simp [Matrix.mul_apply, hk.symm]
    · simp
  simp only [twirl, Matrix.sum_apply, key, Matrix.trace, Matrix.diag_apply, Finset.sum_mul_sum]
  symm
  rw [Finset.sum_comm]
  exact Finset.sum_congr rfl fun i _ => Finset.sum_comm
```

Let $E_{ij}$ have a single 1 at position $(i,j)$. Then $(PE_{ij}Q)_{ij}=P_{ii}Q_{jj}$, which is `key`. Summing over $i,j$ and $g$ gives
$$\sum_{ij}T(E_{ij})_{ij}=\sum_g \operatorname{tr}D_1(g)\,\operatorname{tr}D_2(g^{-1}).$$

```lean
/-- Two representations of a finite group with equal characters and nonzero dimension, the
second one unitary, have a nonzero intertwiner. -/
theorem exists_nonzero_intertwiner [Fintype G] [Nonempty n] {D1 D2 : G →* Matrix n n ℂ}
    (h2 : IsUnitaryRep D2) (hχ : ∀ g, (D1 g).trace = (D2 g).trace) :
    ∃ X : Matrix n n ℂ, X ≠ 0 ∧ ∀ g, D1 g * X = X * D2 g := by
  by_contra hno
  have hz : ∀ A, twirl D1 D2 A = 0 := fun A =>
    by_contra fun h => hno ⟨_, h, twirl_intertwines D1 D2 A⟩
  have hs := sum_twirl_single D1 D2
  -- the overlap is a sum of squared moduli
  have hterm : ∀ g, (D1 g).trace * (D2 g⁻¹).trace
      = ((Complex.normSq (D2 g).trace : ℝ) : ℂ) := by
    intro g
    rw [hχ g, ← conjTranspose_rep h2, Matrix.trace_conjTranspose]
    exact Complex.mul_conj _
  simp only [hz, Matrix.zero_apply, Finset.sum_const_zero, hterm] at hs
  have hs' : ∑ g, Complex.normSq (D2 g).trace = 0 := by exact_mod_cast hs.symm
  -- but the identity element contributes the squared dimension
  have h1 := (Finset.sum_eq_zero_iff_of_nonneg
    (fun g _ => Complex.normSq_nonneg _)).mp hs' 1 (Finset.mem_univ _)
  rw [map_one D2, Matrix.trace_one] at h1
  exact Fintype.card_ne_zero (Nat.cast_eq_zero.mp (Complex.normSq_eq_zero.mp h1))
```

Suppose every intertwiner vanishes. Then every $T(E_{ij})$ is zero, and so is the sum above. But with equal characters $\chi$, and $\operatorname{tr}D_2(g^{-1})=\chi(g)^*$, that sum is $\sum_g|\chi(g)|^2\ge|\chi(1)|^2=d^2>0$, a contradiction.

## From an intertwiner to a unitary matrix

```lean
/-- A nonzero intertwiner `X` of unitary representations, the first with scalar commutant,
satisfies `X Xᴴ = r` with a positive number `r`. -/
theorem intertwiner_mul_adjoint {D1 D2 : G →* Matrix n n ℂ} (h1 : IsUnitaryRep D1)
    (h2 : IsUnitaryRep D2) (hc : HasScalarCommutant D1) {X : Matrix n n ℂ} (h0 : X ≠ 0)
    (hX : ∀ g, D1 g * X = X * D2 g) :
    ∃ r : ℝ, 0 < r ∧ X * Xᴴ = (r : ℂ) • (1 : Matrix n n ℂ) := by
  obtain ⟨c, hcX⟩ := hc (X * Xᴴ) fun g => by
    rw [← mul_assoc, hX, mul_assoc, ← adjoint_intertwines h1 h2 hX g, mul_assoc]
  obtain ⟨i, k, hk⟩ : ∃ i k, X i k ≠ 0 := by
    by_contra! h
    exact h0 (by ext i k; exact h i k)
  -- a diagonal entry shows that the scalar is the squared length of a row of X
  have hi : c = ((∑ k, Complex.normSq (X i k) : ℝ) : ℂ) := by
    have h := congrFun (congrFun hcX i) i
    simp only [Matrix.mul_apply, Matrix.conjTranspose_apply, Matrix.smul_apply,
      Matrix.one_apply_eq, smul_eq_mul, mul_one] at h
    rw [← h, Complex.ofReal_sum]
    exact Finset.sum_congr rfl fun k _ => Complex.mul_conj _
  exact ⟨_, Finset.sum_pos' (fun k _ => Complex.normSq_nonneg _)
    ⟨k, Finset.mem_univ _, Complex.normSq_pos.mpr hk⟩, by rw [hcX, hi]⟩
```

The product $XX^\dagger$ commutes with $D_1$:
$$D_1(g)XX^\dagger=XD_2(g)X^\dagger=XX^\dagger D_1(g).$$
Hence $XX^\dagger=r\,1$. Choose a row $i$ of $X$ with a nonzero entry; the diagonal entry there gives $r=\sum_k|X_{ik}|^2>0$.

```lean
/-- Two unitary representations of a finite group, the first with scalar commutant, have equal
characters exactly when a unitary change of basis turns one into the other. -/
theorem character_eq_iff_unitarily_equivalent [Fintype G] {D1 D2 : G →* Matrix n n ℂ}
    (h1 : IsUnitaryRep D1) (h2 : IsUnitaryRep D2) (hc : HasScalarCommutant D1) :
    (∀ g, (D1 g).trace = (D2 g).trace) ↔
      ∃ U ∈ Matrix.unitaryGroup n ℂ, ∀ g, D1 g * U = U * D2 g := by
  constructor
  · intro hχ
    rcases isEmpty_or_nonempty n with hn | hn
    · exact ⟨1, one_mem _, fun g => by ext i j; exact isEmptyElim i⟩
    obtain ⟨X, h0, hX⟩ := exists_nonzero_intertwiner h2 hχ
    obtain ⟨r, hr, hXX⟩ := intertwiner_mul_adjoint h1 h2 hc h0 hX
    -- rescale X by a = 1/√r
    obtain ⟨a, ha⟩ : ∃ a : ℝ, a * a * r = 1 :=
      ⟨(√r)⁻¹, by rw [← mul_inv, Real.mul_self_sqrt hr.le, inv_mul_cancel₀ hr.ne']⟩
    have haC : (a : ℂ) * a * r = 1 := by exact_mod_cast ha
    have hstar : star (a : ℂ) = a := Complex.conj_ofReal a
    have e : ∀ z : ℂ, z = 1 → z • (1 : Matrix n n ℂ) = 1 := by
      rintro _ rfl
      exact one_smul _ _
    refine ⟨(a : ℂ) • X, ?_, fun g => by rw [Matrix.mul_smul, Matrix.smul_mul, hX]⟩
    rw [Matrix.mem_unitaryGroup_iff, Matrix.star_eq_conjTranspose, Matrix.conjTranspose_smul,
      hstar, Matrix.smul_mul, Matrix.mul_smul, hXX, smul_smul, smul_smul]
    exact e _ (by linear_combination haC)
  · rintro ⟨U, hU, hI⟩ g
    calc (D1 g).trace = (D1 g * U * star U).trace := by
          rw [mul_assoc, Matrix.mem_unitaryGroup_iff.mp hU, mul_one]
      _ = (D2 g).trace := by
          rw [hI, Matrix.trace_mul_comm, ← mul_assoc, Matrix.mem_unitaryGroup_iff'.mp hU,
            one_mul]
```

Given equal characters, set $U=X/\sqrt r$. Then $UU^\dagger=1$, so the square matrix $U$ is unitary, and it still intertwines. For $d=0$ the identity serves. Conversely,
$$\operatorname{tr}D_1(g)=\operatorname{tr}(D_1(g)UU^\dagger)=\operatorname{tr}(UD_2(g)U^\dagger)=\operatorname{tr}D_2(g).$$

```lean
/-- The unitary change of basis between two unitary representations of nonzero dimension, the
first with scalar commutant, is unique up to a phase. -/
theorem unitary_unique_up_to_phase [Nonempty n] {D1 D2 : G →* Matrix n n ℂ}
    (h1 : IsUnitaryRep D1) (h2 : IsUnitaryRep D2) (hc : HasScalarCommutant D1)
    {U V : Matrix n n ℂ} (hU : U ∈ Matrix.unitaryGroup n ℂ) (hV : V ∈ Matrix.unitaryGroup n ℂ)
    (hIU : ∀ g, D1 g * U = U * D2 g) (hIV : ∀ g, D1 g * V = V * D2 g) :
    ∃ c : ℂ, ‖c‖ = 1 ∧ V = c • U := by
  obtain ⟨c, hcV⟩ := hc (V * Uᴴ) fun g => by
    rw [← mul_assoc, hIV, mul_assoc, ← adjoint_intertwines h1 h2 hIU g, mul_assoc]
  have hUU : Uᴴ * U = 1 := Matrix.mem_unitaryGroup_iff'.mp hU
  have hUU' : U * Uᴴ = 1 := Matrix.mem_unitaryGroup_iff.mp hU
  have hVV : V * Vᴴ = 1 := Matrix.mem_unitaryGroup_iff.mp hV
  have hVU : V = c • U := by
    calc V = V * Uᴴ * U := by rw [mul_assoc, hUU, mul_one]
      _ = c • U := by rw [hcV, Matrix.smul_mul, one_mul]
  refine ⟨c, ?_, hVU⟩
  -- unitarity of V fixes the modulus of c
  rw [hVU, Matrix.conjTranspose_smul, Matrix.smul_mul, Matrix.mul_smul, hUU'] at hVV
  obtain ⟨i⟩ := ‹Nonempty n›
  have h := congrFun (congrFun hVV i) i
  simp only [Matrix.smul_apply, Matrix.one_apply_eq, smul_eq_mul, mul_one] at h
  have h' : ((Complex.normSq c : ℝ) : ℂ) = 1 := (Complex.mul_conj c).symm.trans h
  have hn : ‖c‖ ^ 2 = 1 := by
    rw [← Complex.normSq_eq_norm_sq]
    exact_mod_cast h'
  have hf : (‖c‖ - 1) * (‖c‖ + 1) = 0 := by linear_combination hn
  rcases mul_eq_zero.mp hf with h | h <;> linarith [norm_nonneg c]
```

Let $U$ and $V$ be two unitary intertwiners. As before, $VU^\dagger$ commutes with $D_1$, so $VU^\dagger=c\,1$ and $V=cU$. Then $1=VV^\dagger=|c|^2\,1$, hence $|c|=1$. The group may be infinite here.

## The symmetry group of the square

```lean
/-- Cosine of `k` quarter turns. -/
def cos4 (k : ZMod 4) : ℤ := if k = 0 then 1 else if k = 2 then -1 else 0
```

For $k$ modulo 4, this is $\cos(k\pi/2)$.

```lean
/-- Sine of `k` quarter turns. -/
def sin4 (k : ZMod 4) : ℤ := if k = 1 then 1 else if k = 3 then -1 else 0
```

Likewise, this is $\sin(k\pi/2)$.

```lean
/-- Rotations and reflections of the square as matrices acting on the plane. -/
def squareMat : DihedralGroup 4 → Matrix (Fin 2) (Fin 2) ℂ
  | .r k => !![(cos4 k : ℂ), -(sin4 k : ℂ); (sin4 k : ℂ), (cos4 k : ℂ)]
  | .sr k => !![(cos4 k : ℂ), -(sin4 k : ℂ); -(sin4 k : ℂ), -(cos4 k : ℂ)]
```

`.r k` is a rotation by $k$ quarter turns; `.sr k` is that rotation followed by the reflection $y\mapsto-y$. This `r` is unrelated to the scalar $r$ above.

```lean
/-- The two-dimensional representation of the symmetry group of the square. -/
def squareRep : DihedralGroup 4 →* Matrix (Fin 2) (Fin 2) ℂ where
  toFun := squareMat
  map_one' := by
    have v : cos4 0 = 1 ∧ sin4 0 = 0 := by decide
    show squareMat (.r 0) = 1
    ext a b
    fin_cases a <;> fin_cases b <;> simp [squareMat, v]
  map_mul' := by
    have ca : ∀ i j, cos4 (i + j) = cos4 i * cos4 j - sin4 i * sin4 j := by decide
    have sa : ∀ i j, sin4 (i + j) = sin4 i * cos4 j + cos4 i * sin4 j := by decide
    have cs : ∀ i j, cos4 (i - j) = cos4 i * cos4 j + sin4 i * sin4 j := by decide
    have ss : ∀ i j, sin4 (i - j) = sin4 i * cos4 j - cos4 i * sin4 j := by decide
    rintro (i | i) (j | j) <;>
    simp only [DihedralGroup.r_mul_r, DihedralGroup.r_mul_sr, DihedralGroup.sr_mul_r,
      DihedralGroup.sr_mul_sr] <;>
    ext a b <;> fin_cases a <;> fin_cases b <;>
    simp [squareMat, Matrix.mul_apply, Fin.sum_univ_two, ca, sa, cs, ss] <;> ring
```

The addition formulas for sine and cosine, checked for all values by `decide`, show that the matrices multiply as the group elements do.

```lean
/-- The representation of the square's symmetry group conjugated by a quarter turn. -/
def turnedRep : DihedralGroup 4 →* Matrix (Fin 2) (Fin 2) ℂ :=
  squareRep.comp (MulAut.conj (DihedralGroup.r 1)).toMonoidHom
```

With $q$ the quarter turn, the second representation is $D_2(g)=D_1(qgq^{-1})$.

```lean
/-- The plane representation of the square's symmetry group and its conjugate by a quarter turn
are different unitary representations with equal characters, the first with scalar commutant. -/
theorem squareRep_witness :
    IsUnitaryRep squareRep ∧ IsUnitaryRep turnedRep ∧ HasScalarCommutant squareRep ∧
      (∀ g, (squareRep g).trace = (turnedRep g).trace) ∧ turnedRep ≠ squareRep := by
  have v : cos4 0 = 1 ∧ sin4 0 = 0 ∧ cos4 1 = 0 ∧ sin4 1 = 1 ∧ cos4 2 = -1 := by decide
  have hu : IsUnitaryRep squareRep := by
    have p : ∀ k, cos4 k * cos4 k + sin4 k * sin4 k = 1 := by decide
    rintro (k | k) <;>
    · have h : (cos4 k : ℂ) * cos4 k + sin4 k * sin4 k = 1 := by exact_mod_cast p k
      ext a b
      fin_cases a <;> fin_cases b <;>
      simp [squareRep, squareMat, Matrix.mul_apply, Fin.sum_univ_two] <;>
      first | ring1 | linear_combination h
  refine ⟨hu, fun g => hu _, ?_, fun g => ?_, fun h => ?_⟩
  · intro X hX
    -- a reflection removes the off-diagonal entries, a quarter turn equates the diagonal ones
    have hs : squareRep (.sr 0) = !![1, 0; 0, -1] := by
      simp [squareRep, squareMat, v]
    have hr : squareRep (.r 1) = !![0, -1; 1, 0] := by
      simp [squareRep, squareMat, v]
    have es := hX (.sr 0)
    have er := hX (.r 1)
    rw [hs] at es
    rw [hr] at er
    have e01 : X 0 1 = -X 0 1 := by
      simpa [Matrix.mul_apply, Fin.sum_univ_two] using congrFun (congrFun es 0) 1
    have e10 : -X 1 0 = X 1 0 := by
      simpa [Matrix.mul_apply, Fin.sum_univ_two] using congrFun (congrFun es 1) 0
    have e11 : X 1 1 = X 0 0 := by
      simpa [Matrix.mul_apply, Fin.sum_univ_two] using congrFun (congrFun er 0) 1
    have z01 : X 0 1 = 0 := by linear_combination e01 / 2
    have z10 : X 1 0 = 0 := by linear_combination -e10 / 2
    refine ⟨X 0 0, ?_⟩
    ext a b
    fin_cases a <;> fin_cases b <;> simp [z01, z10, e11]
  · show (squareRep g).trace = (squareRep (.r 1 * g * (.r 1)⁻¹)).trace
    rw [map_mul squareRep (.r 1 * g), Matrix.trace_mul_comm, ← map_mul squareRep,
      inv_mul_cancel_left]
  · have k : (.r 1 * .sr 0 * (.r 1)⁻¹ : DihedralGroup 4) = .sr 2 := by decide
    have e : squareRep (.r 1 * .sr 0 * (.r 1)⁻¹) = squareRep (.sr 0) :=
      DFunLike.congr_fun h (.sr 0)
    rw [k] at e
    have e00 := congrFun (congrFun e 0) 0
    norm_num [squareRep, squareMat, v] at e00

end

end CharacterIdentifiesSpecies
```

The pair meets the hypotheses. Commuting with $\mathrm{diag}(1,-1)$ removes the off-diagonal entries of $X$; commuting with the quarter turn equates the diagonal ones. The traces agree by cyclicity. Yet `.sr 0` is $\mathrm{diag}(1,-1)$ in $D_1$ and $\mathrm{diag}(-1,1)$ in $D_2$.

The change of basis can be computed by hand from $E_{12}$, numbering rows and columns from 1. The four rotations together contribute $\begin{pmatrix}0&2\\-2&0\end{pmatrix}$ to $T(E_{12})$, and the four reflections together contribute the same, so
$$X=\begin{pmatrix}0&4\\-4&0\end{pmatrix},\qquad XX^\dagger=16\cdot 1,\qquad U=\frac{X}{4}=\begin{pmatrix}0&1\\-1&0\end{pmatrix}.$$
For `.sr 0`, both $D_1U$ and $UD_2$ equal $\begin{pmatrix}0&1\\1&0\end{pmatrix}$.

```lean
#print axioms CharacterIdentifiesSpecies.character_eq_iff_unitarily_equivalent
#print axioms CharacterIdentifiesSpecies.unitary_unique_up_to_phase
```

```
'CharacterIdentifiesSpecies.character_eq_iff_unitarily_equivalent' depends on axioms: [propext, Classical.choice, Quot.sound]
'CharacterIdentifiesSpecies.unitary_unique_up_to_phase' depends on axioms: [propext, Classical.choice, Quot.sound]
```
